# In the trapezoidal FDTD pole update, the free polarisation decays exactly when the continuous one does

Let \(a\) and \(c\) be complex numbers and \(h>0\) a time step with \(ah\neq 2\). Suppose the polarisation \(P_n\) at step \(n\) follows the field \(E_n\) by

\[
P_{n+1}=\kappa P_n+\beta\,(E_{n+1}+E_n),\qquad
\kappa=\frac{1+ah/2}{1-ah/2},\qquad \beta=\frac{ch/2}{1-ah/2}.
\]

Then \(|\kappa|<1\) if and only if \(\operatorname{Re}a<0\). In that case, for a prescribed field \(E_n=z^n\) with \(|z|=1\) and \(z\neq-1\),

\[
P_n-\frac{c\,z^n}{s-a}\longrightarrow 0,\qquad s=\frac2h\,\frac{z-1}{z+1}.
\]

The recursion is one of several updates used for dispersive media in the finite-difference time-domain (FDTD) method; here "the FDTD pole update" always means this one. It discretises \(P'=aP+cE\), the equation of one pole of a dispersive medium. The pole \(a\) sets the damping and frequency of the free polarisation \(e^{at}\), and \(c\) sets the coupling to the field. A Debye relaxation has \(a=-1/\tau\), with \(\tau\) the relaxation time; an underdamped Lorentz oscillator gives a complex-conjugate pair of poles. For a simulation of such a medium, the result describes the material update under a given field, not the stability of the coupled Maxwell scheme.

## Derivation

**The update.** The trapezoidal rule replaces the derivative by a difference quotient and the right-hand side by averages:

\[
\frac{P_{n+1}-P_n}{h}=a\,\frac{P_{n+1}+P_n}{2}+c\,\frac{E_{n+1}+E_n}{2}.
\]

Multiplying by \(h\) and collecting the new polarisation gives

\[
(1-ah/2)P_{n+1}=(1+ah/2)P_n+\frac{ch}{2}(E_{n+1}+E_n),
\]

and division by \(1-ah/2\), nonzero since \(ah\ne2\), gives the recursion.

**Damping.** Write \(a=x+iy\). Then

\[
|1-ah/2|^2-|1+ah/2|^2=(1-xh/2)^2-(1+xh/2)^2=-2hx,
\]

because the imaginary parts contribute equally. The denominator of \(\kappa\) is therefore larger in modulus than the numerator exactly when \(x<0\). The difference of two solutions with the same field is multiplied by \(\kappa\) in each step, so it decays for every pair of initial values exactly when \(\operatorname{Re}a<0\).

**Steady response.** Insert \(P_n=Xz^n\) and \(E_n=z^n\), and multiply by \(1-ah/2\):

\[
X\left[(z-1)-\frac{ah}{2}(z+1)\right]=\frac{ch}{2}(z+1).
\]

Division by \(h(z+1)/2\) gives \(X(s-a)=c\). Resonance, \(s=a\), means \(z-1=(ah/2)(z+1)\), which rearranges to \(z=\kappa\). This is impossible when \(|\kappa|<1=|z|\), so \(X=c/(s-a)\). Subtracting this solution from any other leaves

\[
P_n-Xz^n=\kappa^n(P_0-X)\longrightarrow0.
\]

**Real frequencies.** For \(z=e^{i\omega h}\), put \(\theta=\omega h/2\). Since \(z-1=2i\sin\theta\,e^{i\theta}\) and \(z+1=2\cos\theta\,e^{i\theta}\), we have \(s=i\Omega\) with \(\Omega=(2/h)\tan(\omega h/2)\). The update thus gives the continuous response \(c/(i\Omega-a)\) at a warped frequency. At \(z=-1\), the sum \(E_{n+1}+E_n\) vanishes and \(P_n=\kappa^nP_0\).

## A numerical instance

Take \(a=-1\), \(c=1\), \(h=1\) and \(z=i\). Then \(\kappa=\beta=1/3\), \(s=2i\) and \(X=1/(1+2i)=(1-2i)/5\). Starting from \(P_0=0\),

\[
P_1=\frac{1+i}{3},\qquad P_2=\frac13\left(\frac{1+i}{3}+(-1+i)\right)=\frac{-2+4i}{9}.
\]

The deviations from \(Xz^n\) at \(n=0,1,2\) are \((-1+2i)/5\), \((-1+2i)/15\) and \((-1+2i)/45\), each one third of the last. The field has \(\omega=\pi/2\approx1.571\), while the response is that of \(\Omega=2\).

## The update in a simulation loop

The coefficients \(\kappa\) and \(\beta\) are computed once for each pole and material. At each grid point the code keeps \(P_n\) and \(E_n\) and applies the recursion when \(E_{n+1}\) is known. In a full Maxwell step \(E_{n+1}\) itself depends on \(P_{n+1}\); both relations are linear, so the recursion can be substituted into the field update and solved for \(E_{n+1}\) first.

## Formal development

The field and polarisation are sequences `ℕ → ℂ`, the step `h` is real, and `‖·‖` is the complex modulus.

In Lean 4 with Mathlib:

```lean
import Mathlib

open Filter Topology

namespace FDTDPoleRecursion

noncomputable section
```

The two coefficients are defined as above.

```lean
/-- The factor multiplying the old polarisation in one time step `h` for a pole `a`. -/
def kappa (a : ℂ) (h : ℝ) : ℂ := (1 + a * h / 2) / (1 - a * h / 2)

/-- The factor multiplying the sum of the old and new fields, for a pole `a` of strength `c`. -/
def beta (a c : ℂ) (h : ℝ) : ℂ := (c * h / 2) / (1 - a * h / 2)
```

The recursion is a predicate on `E` and `P`. It leaves the initial value `P 0` free and treats `E` as given.

```lean
/-- The polarisation `P` follows the FDTD pole update driven by the field `E`. -/
def IsPoleRecursion (a c : ℂ) (h : ℝ) (E P : ℕ → ℂ) : Prop :=
  ∀ n, P (n + 1) = kappa a h * P n + beta a c h * (E (n + 1) + E n)
```

The number \(s\) is `discreteFreq h z`. It takes the place of the time derivative for a signal multiplied by \(z\) per step.

```lean
/-- The discrete counterpart of the time derivative for a signal that is multiplied by `z`
in each time step. -/
def discreteFreq (h : ℝ) (z : ℂ) : ℂ := 2 / (h : ℂ) * ((z - 1) / (z + 1))
```

The condition \(ah\ne2\) is turned into a nonvanishing denominator.

```lean
lemma den_ne_zero {a : ℂ} {h : ℝ} (hah : a * h ≠ 2) : 1 - a * h / 2 ≠ 0 := by
  intro h0
  apply hah
  linear_combination (-2) * h0
```

The next theorem identifies one update with the trapezoidal equation, for arbitrary old and new values. The proof puts the right-hand side over a common denominator, clears both denominators, and compares the resulting linear equations.

```lean
/-- One FDTD update is the trapezoidal discretisation of the pole equation `P' = a P + c E`. -/
theorem update_iff_trapezoidal {a c : ℂ} {h : ℝ} (hh : h ≠ 0) (hah : a * h ≠ 2)
    (P₀ P₁ E₀ E₁ : ℂ) :
    P₁ = kappa a h * P₀ + beta a c h * (E₁ + E₀) ↔
      (P₁ - P₀) / h = a * ((P₁ + P₀) / 2) + c * ((E₁ + E₀) / 2) := by
  have hh' : (h : ℂ) ≠ 0 := Complex.ofReal_ne_zero.mpr hh
  have hk : kappa a h * P₀ + beta a c h * (E₁ + E₀) =
      ((1 + a * h / 2) * P₀ + c * h / 2 * (E₁ + E₀)) / (1 - a * h / 2) := by
    unfold kappa beta
    ring
  rw [hk, eq_div_iff (den_ne_zero hah), div_eq_iff hh']
  constructor <;> intro H <;> linear_combination H
```

In the damping criterion, `key` is the difference of squared moduli for a real parameter \(t\), used at \(t=h/2\). The rewriting reduces \(|\kappa|<1\) to a comparison of squared moduli, and `nlinarith` reads off the sign of \(\operatorname{Re}a\).

```lean
/-- The update factor has modulus below one exactly when the pole has negative real part. -/
theorem norm_kappa_lt_one_iff {a : ℂ} {h : ℝ} (hh : 0 < h) (hah : a * h ≠ 2) :
    ‖kappa a h‖ < 1 ↔ a.re < 0 := by
  -- the squared moduli of denominator and numerator differ by `-2 h Re a`
  have key : ∀ t : ℝ, Complex.normSq (1 - a * t) - Complex.normSq (1 + a * t)
      = -4 * t * a.re := by
    intro t
    simp only [Complex.normSq_apply, Complex.sub_re, Complex.sub_im, Complex.add_re,
      Complex.add_im, Complex.mul_re, Complex.mul_im, Complex.ofReal_re, Complex.ofReal_im,
      Complex.one_re, Complex.one_im]
    ring
  have e := key (h / 2)
  have hc : a * ((h / 2 : ℝ) : ℂ) = a * h / 2 := by
    push_cast
    ring
  rw [hc] at e
  rw [kappa, norm_div, div_lt_one (norm_pos_iff.mpr (den_ne_zero hah)),
    ← sq_lt_sq₀ (norm_nonneg _) (norm_nonneg _), Complex.sq_norm, Complex.sq_norm]
  constructor
  · intro H
    by_contra hn
    nlinarith [mul_nonneg hh.le (not_lt.mp hn)]
  · intro H
    nlinarith [mul_neg_of_pos_of_neg hh H]
```

For a damped pole \(ah\) has negative real part, so it cannot equal 2. The later theorems on damped poles therefore need no separate assumption about \(ah\).

```lean
lemma mul_ne_two {a : ℂ} {h : ℝ} (hh : 0 < h) (ha : a.re < 0) : a * h ≠ 2 := by
  intro H
  have H' := congrArg Complex.re H
  simp at H'
  nlinarith [mul_neg_of_pos_of_neg hh ha]
```

A geometric transient with ratio of modulus below one tends to zero.

```lean
lemma tendsto_transient {k : ℂ} (hk : ‖k‖ < 1) (C : ℂ) :
    Tendsto (fun n : ℕ => k ^ n * C) atTop (𝓝 0) := by
  have H := (tendsto_pow_atTop_nhds_zero_of_norm_lt_one hk).mul_const C
  rwa [zero_mul] at H
```

The following equivalence holds for any driving field, bounded or not. In the forward direction the proof builds a solution `P` starting from zero and adds \(\kappa^n\) to obtain a second one. If all solutions approach one another, \(\kappa^n\to0\), which contradicts \(|\kappa|\ge1\). The reverse direction shows by induction that the difference of two solutions is \(\kappa^n(P_0-Q_0)\).

```lean
/-- For any driving field, all polarisations obeying the update approach one another, whatever
their initial values, exactly when the pole has negative real part. -/
theorem forgets_initial_value_iff {a c : ℂ} {h : ℝ} (hh : 0 < h) (hah : a * h ≠ 2)
    (E : ℕ → ℂ) :
    (∀ P Q : ℕ → ℂ, IsPoleRecursion a c h E P → IsPoleRecursion a c h E Q →
      Tendsto (fun n => P n - Q n) atTop (𝓝 0)) ↔ a.re < 0 := by
  rw [← norm_kappa_lt_one_iff hh hah]
  constructor
  · intro H
    -- start from one solution and add the free solution `kappa ^ n`
    obtain ⟨P, hP⟩ : ∃ P : ℕ → ℂ, IsPoleRecursion a c h E P :=
      ⟨fun n => Nat.rec (motive := fun _ => ℂ) 0
        (fun n p => kappa a h * p + beta a c h * (E (n + 1) + E n)) n, fun _ => rfl⟩
    have hQ : IsPoleRecursion a c h E (fun n => P n + kappa a h ^ n) := by
      intro n
      have hn := hP n
      show P (n + 1) + kappa a h ^ (n + 1) =
        kappa a h * (P n + kappa a h ^ n) + beta a c h * (E (n + 1) + E n)
      linear_combination hn
    have t : Tendsto (fun n : ℕ => kappa a h ^ n) atTop (𝓝 0) :=
      (H _ P hQ hP).congr (fun n => by ring)
    by_contra hn
    have tn := t.norm
    rw [norm_zero] at tn
    have h1 : (1 : ℝ) ≤ 0 := ge_of_tendsto' tn (fun n => by
      rw [norm_pow]
      exact one_le_pow₀ (not_lt.mp hn))
    linarith
  · intro hk P Q hP hQ
    refine (tendsto_transient hk (P 0 - Q 0)).congr (fun n => ?_)
    induction n with
    | zero => simp
    | succ n ih => linear_combination kappa a h * ih - hP n + hQ n
```

The resonance condition is an algebraic equivalence, valid for any \(z\neq-1\), on the unit circle or not.

```lean
/-- The update factor equals `z` exactly when the pole equals the discrete frequency of `z`. -/
theorem kappa_eq_iff {a z : ℂ} {h : ℝ} (hh : h ≠ 0) (hah : a * h ≠ 2) (hz : z ≠ -1) :
    kappa a h = z ↔ discreteFreq h z = a := by
  have hh' : (h : ℂ) ≠ 0 := Complex.ofReal_ne_zero.mpr hh
  have hz' : z + 1 ≠ 0 := fun H => hz (eq_neg_of_add_eq_zero_left H)
  rw [kappa, discreteFreq, div_mul_div_comm, div_eq_iff (den_ne_zero hah),
    div_eq_iff (mul_ne_zero hh' hz')]
  constructor <;> intro H
  · linear_combination (-2) * H
  · linear_combination (-1 / 2) * H
```

The exact deviation formula also needs neither damping nor \(|z|=1\). Besides \(h\ne0\), \(ah\ne2\) and \(z\ne-1\), it assumes \(s\ne a\). In the proof `x` stands for \(X\), and `key` states that \(Xz^n\) solves the recursion, after removal of the common factor \(z^n\). The induction then multiplies the deviation by \(\kappa\) once per step.

```lean
/-- For the field `z ^ n`, the deviation of the polarisation from `c z ^ n / (s - a)`, with `s`
the discrete frequency of `z`, is multiplied by `kappa` in each step. -/
theorem deviation_eq {a c z : ℂ} {h : ℝ} {P : ℕ → ℂ} (hh : h ≠ 0) (hah : a * h ≠ 2)
    (hz : z ≠ -1) (hs : discreteFreq h z ≠ a)
    (hP : IsPoleRecursion a c h (fun n => z ^ n) P) (n : ℕ) :
    P n - c / (discreteFreq h z - a) * z ^ n =
      kappa a h ^ n * (P 0 - c / (discreteFreq h z - a)) := by
  have hh' : (h : ℂ) ≠ 0 := Complex.ofReal_ne_zero.mpr hh
  have hz' : z + 1 ≠ 0 := fun H => hz (eq_neg_of_add_eq_zero_left H)
  have hd := den_ne_zero hah
  have hk : kappa a h * (1 - a * h / 2) = 1 + a * h / 2 := div_mul_cancel₀ _ hd
  have hb : beta a c h * (1 - a * h / 2) = c * h / 2 := div_mul_cancel₀ _ hd
  have hf : discreteFreq h z * (h * (z + 1)) = 2 * (z - 1) := by
    rw [discreteFreq, div_mul_div_comm]
    exact div_mul_cancel₀ _ (mul_ne_zero hh' hz')
  have hx : c / (discreteFreq h z - a) * (discreteFreq h z - a) = c :=
    div_mul_cancel₀ _ (sub_ne_zero.mpr hs)
  generalize c / (discreteFreq h z - a) = x at hx ⊢
  -- `x z ^ n` is itself a solution of the recursion
  have key : x * z = kappa a h * x + beta a c h * (z + 1) := by
    apply mul_right_cancel₀ hd
    linear_combination (h / 2 * (z + 1)) * hx - x / 2 * hf - x * hk - (z + 1) * hb
  induction n with
  | zero => simp
  | succ n ih =>
    have hn : P (n + 1) = kappa a h * P n + beta a c h * (z ^ (n + 1) + z ^ n) := hP n
    linear_combination hn + kappa a h * ih - z ^ n * key
```

The main theorem combines these results. Damping gives \(|\kappa|<1\); a resonance would give \(\kappa=z\) and hence \(|\kappa|=1\), so `hs` follows. The deviation is then a decaying transient. The limit holds for every initial polarisation.

```lean
/-- For a pole with negative real part and a field `z ^ n` with `|z| = 1` and `z ≠ -1`, the
polarisation approaches `c z ^ n / (s - a)` with `s = (2 / h) (z - 1) / (z + 1)`. -/
theorem tendsto_steady_state {a c z : ℂ} {h : ℝ} {P : ℕ → ℂ} (hh : 0 < h) (ha : a.re < 0)
    (hz1 : ‖z‖ = 1) (hz : z ≠ -1) (hP : IsPoleRecursion a c h (fun n => z ^ n) P) :
    Tendsto (fun n => P n - c * z ^ n / (discreteFreq h z - a)) atTop (𝓝 0) := by
  have hah := mul_ne_two hh ha
  have hk := (norm_kappa_lt_one_iff hh hah).mpr ha
  -- a resonance `s = a` would force `|kappa| = 1`
  have hs : discreteFreq h z ≠ a := by
    intro H
    rw [(kappa_eq_iff hh.ne' hah hz).mpr H, hz1] at hk
    exact lt_irrefl _ hk
  refine (tendsto_transient hk (P 0 - c / (discreteFreq h z - a))).congr (fun n => ?_)
  rw [← deviation_eq hh.ne' hah hz hs hP n]
  ring
```

For a sampled harmonic field the time convention is \(e^{+i\omega t}\). The hypothesis `hc`, \(\cos(\omega h/2)\ne0\), excludes \(z=-1\), where the field changes sign at every step. The proof sets \(w=e^{i\omega h/2}\), so that \(z=w^2\); `h1` and `h2` are the half-angle factorisations of \(z+1\) and \(z-1\), and `hs` is their quotient, \(s=i\Omega\).

```lean
/-- For a pole with negative real part and a sampled field `exp (i ω n h)` with `cos (ω h / 2) ≠ 0`,
the polarisation approaches the response `c / (i Ω - a)` times the field, at the warped frequency `Ω
= (2 / h) tan (ω h / 2)`. -/
theorem tendsto_warped_response {a c : ℂ} {h ω : ℝ} {P : ℕ → ℂ} (hh : 0 < h) (ha : a.re < 0)
    (hc : Real.cos (ω * h / 2) ≠ 0)
    (hP : IsPoleRecursion a c h (fun n => Complex.exp ((ω * (n * h) : ℝ) * Complex.I)) P) :
    Tendsto (fun n : ℕ => P n - c * Complex.exp ((ω * (n * h) : ℝ) * Complex.I) /
      ((2 / h * Real.tan (ω * h / 2) : ℝ) * Complex.I - a)) atTop (𝓝 0) := by
  obtain ⟨z, hz⟩ : ∃ z, z = Complex.exp ((ω * h : ℝ) * Complex.I) := ⟨_, rfl⟩
  have hE : ∀ n : ℕ, Complex.exp ((ω * (n * h) : ℝ) * Complex.I) = z ^ n := by
    intro n
    rw [hz, ← Complex.exp_nat_mul]
    congr 1
    push_cast
    ring
  -- half-angle factorisation of `z + 1` and `z - 1`
  obtain ⟨w, hw⟩ : ∃ w, w = Complex.exp ((ω * h / 2 : ℝ) * Complex.I) := ⟨_, rfl⟩
  have hw0 : w ≠ 0 := by
    rw [hw]
    exact Complex.exp_ne_zero _
  have hzw : z = w * w := by
    rw [hz, hw, ← Complex.exp_add]
    congr 1
    push_cast
    ring
  rw [Complex.exp_mul_I, ← Complex.ofReal_cos, ← Complex.ofReal_sin] at hw
  have cs : (Real.cos (ω * h / 2) : ℂ) ^ 2 + (Real.sin (ω * h / 2) : ℂ) ^ 2 = 1 := by
    exact_mod_cast Real.cos_sq_add_sin_sq (ω * h / 2)
  rw [Real.tan_eq_sin_div_cos]
  generalize Real.cos (ω * h / 2) = C at hc hw cs ⊢
  generalize Real.sin (ω * h / 2) = S at hw cs ⊢
  have hC : (C : ℂ) ≠ 0 := Complex.ofReal_ne_zero.mpr hc
  have hh' : (h : ℂ) ≠ 0 := Complex.ofReal_ne_zero.mpr hh.ne'
  have h1 : z + 1 = 2 * C * w := by
    rw [hzw]
    linear_combination (w - C + S * Complex.I) * hw + (S : ℂ) ^ 2 * Complex.I_sq - cs
  have h2 : z - 1 = 2 * S * Complex.I * w := by
    rw [hzw]
    linear_combination (w - S * Complex.I + C) * hw - (S : ℂ) ^ 2 * Complex.I_sq + cs
  have hzne : z ≠ -1 := by
    intro H
    have h0 : 2 * (C : ℂ) * w = 0 := by rw [← h1, H]; ring
    exact mul_ne_zero (mul_ne_zero two_ne_zero hC) hw0 h0
  have hs : discreteFreq h z = (2 / h * (S / C) : ℝ) * Complex.I := by
    rw [discreteFreq, h1, h2]
    push_cast
    field_simp
  have hz1 : ‖z‖ = 1 := by
    rw [hz]
    exact Complex.norm_exp_ofReal_mul_I _
  have hP' : IsPoleRecursion a c h (fun n => z ^ n) P := by
    rw [← funext hE]
    exact hP
  have H := tendsto_steady_state hh ha hz1 hzne hP'
  rw [hs] at H
  exact H.congr (fun n => by rw [hE n])
```

In the excluded case, zero polarisation solves the recursion for the alternating field. Every other solution approaches it by the theorem on initial values.

```lean
/-- For a pole with negative real part and the alternating field `(-1) ^ n`, the polarisation
tends to zero. -/
theorem tendsto_zero_of_alternating {a c : ℂ} {h : ℝ} {P : ℕ → ℂ} (hh : 0 < h) (ha : a.re < 0)
    (hP : IsPoleRecursion a c h (fun n => (-1) ^ n) P) : Tendsto P atTop (𝓝 0) := by
  -- the averaged field vanishes, so zero polarisation is also a solution
  have h0 : IsPoleRecursion a c h (fun n => (-1) ^ n) (fun _ => 0) := by
    intro n
    show (0 : ℂ) = kappa a h * 0 + beta a c h * ((-1) ^ (n + 1) + (-1) ^ n)
    ring
  exact ((forgets_initial_value_iff hh (mul_ne_two hh ha) _).mpr ha P _ hP h0).congr
    (fun n => sub_zero _)

end

end FDTDPoleRecursion
```

```lean
#print axioms FDTDPoleRecursion.update_iff_trapezoidal
#print axioms FDTDPoleRecursion.tendsto_warped_response
#print axioms FDTDPoleRecursion.tendsto_zero_of_alternating
```

```
'FDTDPoleRecursion.update_iff_trapezoidal' depends on axioms: [propext, Classical.choice, Quot.sound]
'FDTDPoleRecursion.tendsto_warped_response' depends on axioms: [propext, Classical.choice, Quot.sound]
'FDTDPoleRecursion.tendsto_zero_of_alternating' depends on axioms: [propext, Classical.choice, Quot.sound]
```
